# A representation equivalent to its conjugate has zero anomaly coefficients

Q: Suppose a gauge field couples to left-handed fermions in some colour representation. The triangle diagram with three gauge bosons carries a group factor, and unless it vanishes in the sum over all fermions, the gauge symmetry is anomalous. I am told that the factor vanishes when the representation is equivalent to its conjugate. What is the argument, and do a few matrix identities in Lean really capture it?

A: They capture the colour algebra. Let $T_a$ be the $N\times N$ generators. The group factor is

$$A_{abc}(T)=\mathrm{tr}\,\big(T_a(T_bT_c+T_cT_b)\big).$$

The conjugate representation has generators $\bar T_a=-T_a^{\mathsf T}$. Three minus signs leave one, and transposition reverses products, so

$$A_{abc}(\bar T)=-\mathrm{tr}\,\big(T_a^{\mathsf T}(T_b^{\mathsf T}T_c^{\mathsf T}+T_c^{\mathsf T}T_b^{\mathsf T})\big)=-\mathrm{tr}\,\big((T_bT_c+T_cT_b)T_a\big)^{\mathsf T}=-A_{abc}(T).$$

The last step uses $\mathrm{tr}\,M^{\mathsf T}=\mathrm{tr}\,M$ and cyclicity.

Now let an invertible $S$ satisfy $ST_aS^{-1}=-T_a^{\mathsf T}$ for every $a$. In a product of three transformed generators the inner factors $S^{-1}S$ cancel, and cyclicity removes the outer pair, so $A_{abc}(STS^{-1})=A_{abc}(T)$. The two results give $A_{abc}(T)=-A_{abc}(T)$, hence $A_{abc}(T)=0$.

Q: Which objects does the file use for this?

A: The type `ι` labels the generators and the finite type `n` labels the colours, so $N$ is the number of elements of `n`.

```lean
import Mathlib

open Matrix

namespace ColourChargeConjugation

noncomputable section

variable {ι n : Type*} [Fintype n] [DecidableEq n]
```

The group factor is then a function of the family and three labels.

```lean
/-- The anomaly coefficient `tr (T_a (T_b T_c + T_c T_b))` of a family of generators. -/
def anomaly (T : ι → Matrix n n ℂ) (a b c : ι) : ℂ :=
  trace (T a * (T b * T c + T c * T b))
```

Q: And equivalence to the conjugate?

A: That is the predicate `ConjugatedBy S T`. The type of `S` is the group of units of the matrix ring, so `S` comes with a true two-sided inverse.

```lean
/-- The invertible matrix `S` carries every generator `T_a` to the generator `-(T_a)ᵀ` of the
conjugate representation. -/
def ConjugatedBy (S : (Matrix n n ℂ)ˣ) (T : ι → Matrix n n ℂ) : Prop :=
  ∀ a, S.val * T a * (S⁻¹).val = -(T a)ᵀ
```

Q: I see no Lie algebra here, and no Hermitian generators.

A: Neither is needed. The $T_a$ are arbitrary complex matrices, and physical generators are a special case. For Hermitian ones $-T_a^{\mathsf T}=-T_a^*$, which is the usual conjugate representation. The matrix $S$ acts on colour only; it is not the charge-conjugation matrix of Dirac spinors. The loop integral and the link between this trace and a broken Ward identity are physical input, not part of the file.

Q: Then show me the sign reversal.

A: The intermediate equation `h` collects the signs and reverses the factors. The final rewrite takes the trace through the minus sign and the transpose, then uses cyclicity.

```lean
/-- The conjugate generators `-(T_a)ᵀ` have the opposite anomaly coefficient. -/
theorem anomaly_conjugate (T : ι → Matrix n n ℂ) (a b c : ι) :
    anomaly (fun i => -(T i)ᵀ) a b c = -anomaly T a b c := by
  -- three signs survive as one, and transposition reverses the order of the factors
  have h : -(T a)ᵀ * (-(T b)ᵀ * -(T c)ᵀ + -(T c)ᵀ * -(T b)ᵀ)
      = -((T b * T c + T c * T b) * T a)ᵀ := by
    simp only [Matrix.transpose_mul, Matrix.transpose_add]
    noncomm_ring
  unfold anomaly
  rw [h, Matrix.trace_neg, Matrix.trace_transpose, Matrix.trace_mul_comm]
```

For the change of basis, `hm` is the cancellation of $S^{-1}S$ between two neighbouring factors. `Matrix.trace_mul_cycle` then brings the outer $S^{-1}$ and $S$ together.

```lean
/-- The anomaly coefficient does not depend on the basis of the colour space. -/
theorem anomaly_change_basis (S : (Matrix n n ℂ)ˣ) (T : ι → Matrix n n ℂ) (a b c : ι) :
    anomaly (fun i => S.val * T i * (S⁻¹).val) a b c = anomaly T a b c := by
  have hm : ∀ X Y : Matrix n n ℂ,
      (S.val * X * (S⁻¹).val) * (S.val * Y * (S⁻¹).val) = S.val * (X * Y) * (S⁻¹).val := by
    intro X Y
    simp [mul_assoc]
  simp only [anomaly, hm]
  rw [← add_mul, ← mul_add, hm, Matrix.trace_mul_cycle, Units.inv_mul, one_mul]
```

The main theorem substitutes the hypothesis into the second result and applies the first. What remains is $-A=A$, which `linear_combination` solves.

```lean
/-- If an invertible `S` satisfies `S T_a S⁻¹ = -(T_a)ᵀ` for all generators, then every anomaly
coefficient vanishes. -/
theorem anomaly_eq_zero (S : (Matrix n n ℂ)ˣ) (T : ι → Matrix n n ℂ)
    (h : ConjugatedBy S T) (a b c : ι) : anomaly T a b c = 0 := by
  have h1 := anomaly_change_basis S T a b c
  have h2 : (fun i => S.val * T i * (S⁻¹).val) = fun i => -(T i)ᵀ := funext h
  -- the coefficient equals its own negative
  rw [h2, anomaly_conjugate] at h1
  linear_combination (-1 / 2 : ℂ) * h1
```

Q: How much of the hypothesis is really used? Perhaps it is enough that each generator separately is similar to minus its transpose.

A: It is not; the same $S$ must serve all of them. Take $T_1=\mathrm{diag}(1,-1,0)$ and $T_2=\mathrm{diag}(0,1,-1)$. Exchanging the first two colours turns $T_1$ into $-T_1^{\mathsf T}$, and exchanging the last two does the same for $T_2$. Yet $A_{112}=2\,\mathrm{tr}(T_1^2T_2)=2$.

Invertibility matters too. If the relation is written as $ST_a=-T_a^{\mathsf T}S$ and $S=0$ is allowed, every family satisfies it, including the single $1\times1$ generator $T=1$ with coefficient $2$.

Q: What does the theorem say for one colour?

A: For $N=1$ everything commutes, so the hypothesis reads $T_a=-T_a$ and forces $T_a=0$. A single left-handed fermion with nonzero charge is never equivalent to its conjugate.

Q: Does the hypothesis give more than the cubic trace?

A: Yes. For finitely many generators put $X=\sum_a x_aT_a$ with complex $x_a$. By linearity $SXS^{-1}=-X^{\mathsf T}$. Raising both sides to an odd power gives

$$SX^{2k+1}S^{-1}=-(X^{2k+1})^{\mathsf T},$$

and the trace gives $\mathrm{tr}\,X^{2k+1}=-\mathrm{tr}\,X^{2k+1}$, which is therefore zero. In the proof, `hX` is the linear step, `hpow` moves the power inside by induction, and `hodd` supplies the sign.

```lean
/-- If an invertible `S` satisfies `S T_a S⁻¹ = -(T_a)ᵀ` for every member of a finite family of
generators, then every odd power of every linear combination of the generators is traceless. -/
theorem trace_odd_power_eq_zero [Fintype ι] (S : (Matrix n n ℂ)ˣ) (T : ι → Matrix n n ℂ)
    (h : ConjugatedBy S T) (x : ι → ℂ) (k : ℕ) :
    trace ((∑ a, x a • T a) ^ (2 * k + 1)) = 0 := by
  -- the relation extends linearly to the combination X
  have hX : S.val * (∑ a, x a • T a) * (S⁻¹).val = -(∑ a, x a • T a)ᵀ := by
    rw [Finset.mul_sum, Finset.sum_mul, Matrix.transpose_sum, ← Finset.sum_neg_distrib]
    refine Finset.sum_congr rfl fun a _ => ?_
    rw [Matrix.mul_smul, Matrix.smul_mul, h a, Matrix.transpose_smul, smul_neg]
  generalize (∑ a, x a • T a) = X at hX ⊢
  have hpow : ∀ m : ℕ, (S.val * X * (S⁻¹).val) ^ m = S.val * X ^ m * (S⁻¹).val := by
    intro m
    induction m with
    | zero => simp
    | succ m ih =>
      rw [pow_succ, ih, pow_succ]
      simp [mul_assoc]
  -- compare the traces of the odd power on both sides
  have h1 := congrArg trace (hpow (2 * k + 1))
  have hodd : Odd (2 * k + 1) := ⟨k, rfl⟩
  rw [hX, hodd.neg_pow, ← Matrix.transpose_pow, Matrix.trace_neg, Matrix.trace_transpose,
    Matrix.trace_mul_cycle, Units.inv_mul, one_mul] at h1
  linear_combination (-1 / 2 : ℂ) * h1
```

Q: Now the case I care about. Is the quark triplet excluded?

A: It is, because one of its generators is proportional to $\mathrm{diag}(1,1,-2)$. For $\mathrm{diag}(c,c,-2c)$ the coefficient with three equal labels is

$$2\big(c^3+c^3+(-2c)^3\big)=-12c^3.$$

With the normalisation $\mathrm{tr}(T_aT_b)=\tfrac12\delta_{ab}$ one has $c=1/(2\sqrt3)$ and the value is $-1/(2\sqrt3)$; for $c=1$ it is $-12$. The theorem covers every complex $c\neq0$ and any family with such a member. At $c=0$ the obstruction disappears: a family containing only the zero matrix is conjugated by $S=1$.

The proof computes this value in `hval`, and the main theorem would make it zero.

```lean
/-- If a family of 3 by 3 generators contains a nonzero multiple of `diag(1, 1, -2)`, then no
invertible `S` satisfies `S T_a S⁻¹ = -(T_a)ᵀ` for all its members. -/
theorem not_conjugated_of_diag (T : ι → Matrix (Fin 3) (Fin 3) ℂ) (a : ι) (c : ℂ) (hc : c ≠ 0)
    (ha : T a = Matrix.diagonal ![c, c, -2 * c]) (S : (Matrix (Fin 3) (Fin 3) ℂ)ˣ) :
    ¬ ConjugatedBy S T := by
  intro h
  have hval : anomaly T a a a = -12 * c ^ 3 := by
    simp only [anomaly, ha, Matrix.diagonal_mul_diagonal, Matrix.diagonal_add,
      Matrix.trace_diagonal, Fin.sum_univ_three]
    change c * (c * c + c * c) + c * (c * c + c * c)
      + (-2 * c) * ((-2 * c) * (-2 * c) + (-2 * c) * (-2 * c)) = -12 * c ^ 3
    ring
  rw [anomaly_eq_zero S T h a a a] at hval
  exact mul_ne_zero (by norm_num) (pow_ne_zero 3 hc) hval.symm
```

Q: If the coefficient does vanish, may I conclude that the representation is equivalent to its conjugate?

A: No. Consider one $U(1)$ generator acting on five left-handed fermions with these charges.

```lean
/-- A charge matrix with the five charges 1, 5, -7, -8 and 9. -/
def chiralCharge : Matrix (Fin 5) (Fin 5) ℂ :=
  Matrix.diagonal ![1, 5, -7, -8, 9]
```

The sum is $1+5-7-8+9=0$, and the cubes give $1+125-343-512+729=0$, so the coefficient, twice the sum of cubes, vanishes. The fifth powers add up to

$$1+3125-16807-32768+59049=12600.$$

An $S$ would make this sum zero, by the odd-power theorem with $k=2$. The three parts of the proof are these three sums.

```lean
/-- The diagonal matrix `Q` of the charges 1, 5, -7, -8, 9 has zero trace and zero anomaly
coefficient, yet no invertible `S` satisfies `S Q S⁻¹ = -Qᵀ`. -/
theorem anomaly_free_not_conjugated :
    trace chiralCharge = 0 ∧ anomaly (fun _ : Unit => chiralCharge) () () () = 0 ∧
      ∀ S, ¬ ConjugatedBy S (fun _ : Unit => chiralCharge) := by
  refine ⟨?_, ?_, ?_⟩
  · simp only [chiralCharge, Matrix.trace_diagonal, Fin.sum_univ_five]
    change (1 : ℂ) + 5 + -7 + -8 + 9 = 0
    norm_num
  · simp only [anomaly, chiralCharge, Matrix.diagonal_mul_diagonal, Matrix.diagonal_add,
      Matrix.trace_diagonal, Fin.sum_univ_five]
    change (1 : ℂ) * (1 * 1 + 1 * 1) + 5 * (5 * 5 + 5 * 5) + -7 * (-7 * -7 + -7 * -7)
      + -8 * (-8 * -8 + -8 * -8) + 9 * (9 * 9 + 9 * 9) = 0
    norm_num
  · intro S h
    -- the fifth powers of the charges add up to 12600
    have h5 := trace_odd_power_eq_zero S _ h (fun _ => 1) 2
    simp only [Finset.univ_unique, Finset.sum_singleton, one_smul, chiralCharge,
      Matrix.diagonal_pow, Matrix.trace_diagonal, Fin.sum_univ_five, Pi.pow_apply] at h5
    change (1 : ℂ) ^ 5 + 5 ^ 5 + (-7) ^ 5 + (-8) ^ 5 + 9 ^ 5 = 0 at h5
    norm_num at h5
```

So for a finite set of left-handed fermions, equivalence to the conjugate is a sufficient test for cancellation of the cubic gauge anomaly, but not a necessary one.

Q: Is there a familiar representation that passes the test?

A: The $SU(2)$ doublet. Its generators are $\sigma_a/2$; the file uses the Pauli matrices $\sigma_a$ themselves, which makes no difference because the relation is linear in the generators.

```lean
/-- The three Pauli matrices. -/
def pauli : Fin 3 → Matrix (Fin 2) (Fin 2) ℂ :=
  ![!![0, 1; 1, 0], !![0, -Complex.I; Complex.I, 0], !![1, 0; 0, -1]]
```

For $S$ take $\epsilon=i\sigma_2$, whose inverse is $-\epsilon$.

```lean
/-- The antisymmetric 2 by 2 matrix with entries 1 and -1, together with its inverse. -/
def epsilon : (Matrix (Fin 2) (Fin 2) ℂ)ˣ where
  val := !![0, 1; -1, 0]
  inv := !![0, -1; 1, 0]
  val_inv := by simp [Matrix.one_fin_two]
  inv_val := by simp [Matrix.one_fin_two]
```

This matrix commutes with $\sigma_2$ and anticommutes with $\sigma_1$ and $\sigma_3$. Since $\sigma_2$ is antisymmetric and the other two are symmetric, $\epsilon\sigma_a\epsilon^{-1}=-\sigma_a^{\mathsf T}$ in all three cases. Lean labels them 0, 1, 2 and checks the relation entry by entry.

```lean
/-- Conjugation with the matrix `epsilon` carries every Pauli matrix to minus its transpose. -/
theorem conjugatedBy_witness : ConjugatedBy epsilon pauli := by
  intro a
  change !![0, 1; -1, 0] * pauli a * !![0, -1; 1, 0] = -(pauli a)ᵀ
  fin_cases a <;> ext i j <;> fin_cases i <;> fin_cases j <;>
    simp [pauli, Matrix.mul_apply, Fin.sum_univ_succ]
```

Q: One thing still bothers me. The triplet fails the test, yet QCD has no colour anomaly.

A: The triplet is only half of the left-handed content of each quark flavour. A right-handed quark can be described by its left-handed antiparticle, which sits in the conjugate representation. The coefficients of different flavours add, so it is enough to treat one flavour, whose left-handed fields have generators

$$D_a=\begin{pmatrix}T_a&0\\0&-T_a^{\mathsf T}\end{pmatrix}.$$

The matrix that does the job is the exchange of the two halves, which is its own inverse. In Lean the doubled colour space is the disjoint sum `n ⊕ n`.

```lean
/-- The matrix that exchanges the two halves of a doubled colour space. -/
def blockSwap : (Matrix (n ⊕ n) (n ⊕ n) ℂ)ˣ where
  val := Matrix.fromBlocks 0 1 1 0
  inv := Matrix.fromBlocks 0 1 1 0
  val_inv := by simp [Matrix.fromBlocks_multiply]
  inv_val := by simp [Matrix.fromBlocks_multiply]
```

Conjugating $D_a$ with the exchange puts $-T_a^{\mathsf T}$ in the upper block and $T_a$ in the lower one. That is $-D_a^{\mathsf T}$, whatever the $T_a$ are. The proof is this block multiplication, and `anomaly_eq_zero` then applies to the doubled family.

```lean
/-- For any generators `T_a`, conjugation with the exchange of the two summands carries the direct
sum of `T_a` and `-(T_a)ᵀ` to minus its transpose. -/
theorem conjugatedBy_direct_sum (T : ι → Matrix n n ℂ) :
    ConjugatedBy blockSwap (fun a => Matrix.fromBlocks (T a) 0 0 (-(T a)ᵀ)) := by
  intro a
  change Matrix.fromBlocks 0 1 1 0 * Matrix.fromBlocks (T a) 0 0 (-(T a)ᵀ)
    * Matrix.fromBlocks 0 1 1 0 = -(Matrix.fromBlocks (T a) 0 0 (-(T a)ᵀ))ᵀ
  simp [Matrix.fromBlocks_multiply, Matrix.fromBlocks_transpose, Matrix.fromBlocks_neg]

end

end ColourChargeConjugation
```

```lean
#print axioms ColourChargeConjugation.not_conjugated_of_diag
#print axioms ColourChargeConjugation.anomaly_free_not_conjugated
#print axioms ColourChargeConjugation.conjugatedBy_direct_sum
```

```
'ColourChargeConjugation.not_conjugated_of_diag' depends on axioms: [propext, Classical.choice, Quot.sound]
'ColourChargeConjugation.anomaly_free_not_conjugated' depends on axioms: [propext, Classical.choice, Quot.sound]
'ColourChargeConjugation.conjugatedBy_direct_sum' depends on axioms: [propext, Classical.choice, Quot.sound]
```
